# With positive excitation energies and a nonzero coupling, the Davidson-corrected lowest energy of an arrowhead Hamiltonian lies strictly above second order and below the uncorrected energy

A configuration-interaction calculation that keeps only a few excitations misses part of the correlation energy. The renormalised Davidson correction estimates the missing part as $E(1-c_0^2)/c_0^2$, where $E$ is the computed correlation energy and $c_0$ the coefficient of the reference configuration in the normalised state. The formula divides by $c_0^2$. It is undefined if $c_0$ vanishes, and nothing in it shows how far a small $c_0$ can push the energy down.

For a reference at energy zero, coupled by real $b_k$ to excited configurations at energies $d_k$ that do not couple among themselves, there is a floor. If all $d_k>0$ and some $b_k\neq0$, the lowest state has $c_0\ne0$ and
$$-\sum_k \frac{b_k^2}{d_k} \;<\; E+\frac{E(1-c_0^2)}{c_0^2} \;<\; E .$$
The left side is the second-order energy when the diagonal of the Hamiltonian is taken as the zeroth order (Epstein–Nesbet partitioning).

## Excited configurations that couple only to the reference

The Hamiltonian is an arrowhead matrix: one border row and column, a diagonal, and zeros elsewhere. This shape is exact for non-interacting two-level units when at most one unit may be excited. In a general molecule the excited configurations do couple to each other. The model neglects those couplings, so the bounds proved here do not carry over automatically to a real calculation.

In Lean the configurations are indexed by `Option ι` with `ι` finite: `none` is the reference and `some k` an excited configuration. Thus $c_0$ is `c none` and $c_k$ is `c (some k)`.

```lean
import Mathlib

open Matrix

namespace RenormalisedDavidson

noncomputable section

variable {ι : Type*} [Fintype ι] [DecidableEq ι]

/-- The Hamiltonian of a reference configuration `none` at energy zero, coupled by `b k` to
excited configurations `some k` at energies `d k` that do not couple among themselves. -/
def arrowhead (b d : ι → ℝ) : Matrix (Option ι) (Option ι) ℝ :=
  Matrix.of fun i j => match i, j with
    | none, none => 0
    | none, some k => b k
    | some k, none => b k
    | some j, some k => if j = k then d k else 0
```

The shape is used whenever the eigenvalue equation is written in components:
$$\sum_k b_k c_k = E c_0,\qquad b_k c_0 + d_k c_k = E c_k .$$
Without it the lower bound can fail. Take two excited configurations with $d_1=d_2=1$ and $b_1=b_2=\beta$, and couple them to each other by $-1/2$. For small $\beta$ the corrected energy is close to $-4\beta^2$, below $-\sum_k b_k^2/d_k=-2\beta^2$. This and the later examples are ordinary algebra accompanying the theorems, not part of them.

## The lowest root, with a unit eigenvector

`IsLowestEigenpair` has three fields: the eigenvalue equation, the normalisation $\sum_i c_i^2=1$, and minimality of $E$ among all real eigenvalues. That $E$ is negative is derived, not assumed.

```lean
/-- `E` is the lowest eigenvalue of the real matrix `H`, and `c` is a unit eigenvector for it. -/
structure IsLowestEigenpair {n : Type*} [Fintype n] (H : Matrix n n ℝ) (E : ℝ)
    (c : n → ℝ) : Prop where
  eigen : H *ᵥ c = E • c
  unit : c ⬝ᵥ c = 1
  lowest : ∀ (E' : ℝ) (v : n → ℝ), v ≠ 0 → H *ᵥ v = E' • v → E ≤ E'
```

The name `davidsonEnergy` stands for the corrected energy, not for the correction alone. It equals $E/c_0^2$ when $c_0\neq0$, because
$$E+\frac{E(1-c_0^2)}{c_0^2}=\frac{Ec_0^2+E-Ec_0^2}{c_0^2}.$$
`davidsonEnergy_eq` clears the denominator in the same way, and `eigen_iff` supplies the component equations by splitting the matrix–vector product into its `none` and `some k` entries.

```lean
/-- The correlation energy `E` with the renormalised Davidson correction `E (1 - c0²) / c0²`
added, for a reference coefficient `c0 ≠ 0`. -/
def davidsonEnergy (E c0 : ℝ) : ℝ := E + E * (1 - c0 ^ 2) / c0 ^ 2

/-- The second-order perturbation energy `-∑ b k² / d k`, for nonzero excitation energies `d k`. -/
def secondOrderEnergy (b d : ι → ℝ) : ℝ := -∑ k, b k ^ 2 / d k

/-- For a nonzero reference coefficient the Davidson-corrected energy is `E / c0²`. -/
theorem davidsonEnergy_eq {E c0 : ℝ} (h0 : c0 ≠ 0) : davidsonEnergy E c0 = E / c0 ^ 2 := by
  have h2 : c0 ^ 2 ≠ 0 := pow_ne_zero 2 h0
  rw [davidsonEnergy, eq_div_iff h2, add_mul, div_mul_cancel₀ _ h2]
  ring

/-- The eigenvalue equation in components: one equation for the reference and one for each
excited configuration. -/
theorem eigen_iff (b d : ι → ℝ) (E : ℝ) (c : Option ι → ℝ) :
    arrowhead b d *ᵥ c = E • c ↔ (∑ k, b k * c (some k) = E * c none) ∧
      ∀ k, b k * c none + d k * c (some k) = E * c (some k) := by
  have h0 : (arrowhead b d *ᵥ c) none = ∑ k, b k * c (some k) := by
    simp [arrowhead, Matrix.mulVec, dotProduct, Fintype.sum_option]
  have hk : ∀ k, (arrowhead b d *ᵥ c) (some k) = b k * c none + d k * c (some k) := by
    intro k
    simp [arrowhead, Matrix.mulVec, dotProduct, Fintype.sum_option]
  rw [funext_iff, Option.forall]
  simp only [h0, hk, Pi.smul_apply, smul_eq_mul]
```

Normalisation gives the formula its meaning: rescaling $c$ would change $E/c_0^2$ at will and could break either bound. By hand it enters as $\sum_k c_k^2=1-c_0^2$; in the proofs it is `hu`.

Minimality is needed for the sign of $E$. With a single excited configuration and $b\neq0$, the upper root is positive and has $0<c_0^2<1$, so the correction raises it and the upper bound fails.

## At least one nonzero coupling

Physically, `hb` says that the reference is not already an eigenstate. By hand it first gives $E<0$. Put $S=\sum_k b_k^2/d_k$, which is positive, and look for an eigenvalue $-s$ with $s>0$. Taking $v_0=1$ and $v_k=-b_k/(d_k+s)$ solves every excited equation, since
$$b_k+d_kv_k=\frac{b_ks}{d_k+s}=-s\,v_k .$$
The reference equation then becomes
$$f(s)=s-\sum_k\frac{b_k^2}{d_k+s}=0 .$$
Here $f(0)=-S<0$, while $f(S)\ge0$ because each denominator has grown. A continuous $f$ therefore has a root in $(0,S]$, and the lowest eigenvalue satisfies $E\le -s<0$.

```lean
/-- With positive excitation energies and at least one nonzero coupling, the Hamiltonian has a
negative eigenvalue, with an eigenvector whose reference coefficient is one. -/
theorem exists_negative_eigenvalue {b d : ι → ℝ} (hd : ∀ k, 0 < d k) (hb : ∃ k, b k ≠ 0) :
    ∃ E : ℝ, E < 0 ∧ ∃ v : Option ι → ℝ, v none = 1 ∧ arrowhead b d *ᵥ v = E • v := by
  obtain ⟨S, hS⟩ : ∃ S, S = ∑ k, b k ^ 2 / d k := ⟨_, rfl⟩
  have hpos : 0 < S := by
    obtain ⟨k, hk⟩ := hb
    rw [hS]
    exact Finset.sum_pos' (fun j _ => div_nonneg (sq_nonneg _) (hd j).le)
      ⟨k, Finset.mem_univ k, div_pos (by positivity) (hd k)⟩
  -- the secular function changes sign between 0 and S
  have hcont : ContinuousOn (fun s : ℝ => s - ∑ k, b k ^ 2 / (d k + s)) (Set.Icc 0 S) := by
    refine ContinuousOn.sub continuousOn_id (continuousOn_finsetSum _ fun k _ => ?_)
    refine ContinuousOn.div continuousOn_const (continuousOn_const.add continuousOn_id) ?_
    intro s hs
    exact (add_pos_of_pos_of_nonneg (hd k) hs.1).ne'
  have hl : (0 : ℝ) - ∑ k, b k ^ 2 / (d k + 0) ≤ 0 := by
    simp only [add_zero]
    linarith
  have hr : 0 ≤ S - ∑ k, b k ^ 2 / (d k + S) := by
    have : ∑ k, b k ^ 2 / (d k + S) ≤ ∑ k, b k ^ 2 / d k :=
      Finset.sum_le_sum fun k _ =>
        div_le_div_of_nonneg_left (sq_nonneg _) (hd k) (by linarith)
    linarith
  obtain ⟨s, hs, hroot⟩ := intermediate_value_Icc hpos.le hcont ⟨hl, hr⟩
  have hroot' : s - ∑ k, b k ^ 2 / (d k + s) = 0 := hroot
  have hs0 : s ≠ 0 := by
    rintro rfl
    simp only [add_zero] at hroot'
    linarith
  have hspos : 0 < s := lt_of_le_of_ne hs.1 hs0.symm
  refine ⟨-s, by linarith, fun o => o.elim 1 (fun k => -(b k / (d k + s))), rfl, ?_⟩
  rw [eigen_iff]
  constructor
  · change ∑ k, b k * -(b k / (d k + s)) = -s * 1
    have : ∑ k, b k * -(b k / (d k + s)) = -∑ k, b k ^ 2 / (d k + s) := by
      rw [← Finset.sum_neg_distrib]
      exact Finset.sum_congr rfl fun k _ => by ring
    linarith
  · intro k
    change b k * 1 + d k * -(b k / (d k + s)) = -s * -(b k / (d k + s))
    have h : b k / (d k + s) * (d k + s) = b k :=
      div_mul_cancel₀ _ (add_pos (hd k) hspos).ne'
    linear_combination -h
```

The root comes from Mathlib's `intermediate_value_Icc`. For $f$ continuous on a closed interval $[a,b]$ with $a\le b$, it states that $[f(a),f(b)]$ is contained in the image of $[a,b]$. An inclusion of sets in Lean is a function on membership proofs, so applying it to `⟨hl, hr⟩`, the proof that $0$ lies between the end values, returns a point `s`, its membership `hs` and the equation `hroot`. Continuity is required only on the interval, which keeps the poles at $s=-d_k$ out of the argument. The closed interval still admits $s=0$, and `hs0` excludes it using $S>0$.

The coupling hypothesis is used again for strictness. If $b_k\ne0$ and $c_0\neq0$, then $c_k\neq0$, since $c_k=0$ would turn the excited equation into $b_kc_0=0$. If all couplings vanish and all $d_k>0$, the lowest state is the reference itself, all three energies are zero, and both strict inequalities fail.

## Positive excitation energies

The condition $d_k>0$ says that the reference has the lowest diagonal energy. Besides keeping the denominators above positive, it ensures $c_0\neq0$. If $c_0=0$, the excited equations read $(d_k-E)c_k=0$; since $d_k-E>0$, every $c_k$ vanishes, which is impossible for an eigenvector. `reference_ne_zero` is this argument, taken one component at a time.

```lean
/-- With positive excitation energies, an eigenvector with negative eigenvalue has a nonzero
reference coefficient. -/
theorem reference_ne_zero {b d : ι → ℝ} {E : ℝ} {c : Option ι → ℝ} (hd : ∀ k, 0 < d k)
    (hE : E < 0) (hc : c ≠ 0) (h : arrowhead b d *ᵥ c = E • c) : c none ≠ 0 := by
  intro h0
  apply hc
  funext o
  cases o with
  | none => exact h0
  | some k =>
    have h2 := ((eigen_iff b d E c).1 h).2 k
    rw [h0] at h2
    have h3 : (d k - E) * c (some k) = 0 := by linear_combination h2
    exact (mul_eq_zero.1 h3).resolve_left (by linarith [hd k])
```

If a negative $d_k$ is allowed, $c_0$ can vanish. With $b=(1,0)$ and $d=(1,-5)$, the lowest state is the second excited configuration alone.

The distance to second order needs only $d_k\neq0$ and $c_0\ne0$, and its formula also holds for excited roots. Let $y_k=c_k/c_0$. The component equations and the norm give
$$b_k=(E-d_k)y_k,\qquad \sum_k b_ky_k=E,\qquad \sum_k y_k^2=\frac{1-c_0^2}{c_0^2}.$$
Squaring the first relation and dividing by $d_k$,
$$\frac{b_k^2}{d_k}=\frac{E^2y_k^2}{d_k}-2Ey_k^2+d_ky_k^2=\frac{E^2y_k^2}{d_k}-Ey_k^2-b_ky_k .$$
Summing over $k$ and rearranging,
$$E+\frac{E(1-c_0^2)}{c_0^2}+\sum_k\frac{b_k^2}{d_k}=E^2\sum_k\frac{y_k^2}{d_k}.$$

```lean
/-- For any unit eigenvector with nonzero reference coefficient, and nonzero `d k`, the
Davidson-corrected energy minus the second-order energy is `E² ∑ (c k / c0)² / d k`. -/
theorem davidson_sub_secondOrder {b d : ι → ℝ} {E : ℝ} {c : Option ι → ℝ}
    (hd : ∀ k, d k ≠ 0) (h0 : c none ≠ 0) (hu : c ⬝ᵥ c = 1)
    (h : arrowhead b d *ᵥ c = E • c) :
    davidsonEnergy E (c none) - secondOrderEnergy b d =
      E ^ 2 * ∑ k, (c (some k) / c none) ^ 2 / d k := by
  obtain ⟨h1, h2⟩ := (eigen_iff b d E c).1 h
  rw [dotProduct, Fintype.sum_option] at hu
  -- energy and norm in intermediate normalisation
  have hen : ∑ k, b k * (c (some k) / c none) = E := by
    simp only [← mul_div_assoc]
    rw [← Finset.sum_div, h1, mul_div_cancel_right₀ _ h0]
  have hn : ∑ k, (c (some k) / c none) ^ 2 = (1 - c none ^ 2) / c none ^ 2 := by
    simp only [div_pow]
    rw [← Finset.sum_div]
    congr 1
    simp only [pow_two]
    linarith
  have hterm : ∑ k, b k ^ 2 / d k = ∑ k, (E ^ 2 * ((c (some k) / c none) ^ 2 / d k)
      - E * (c (some k) / c none) ^ 2 - b k * (c (some k) / c none)) := by
    refine Finset.sum_congr rfl fun k _ => ?_
    have hb : b k = (E - d k) * (c (some k) / c none) := by
      rw [← mul_div_assoc, eq_div_iff h0]
      linear_combination h2 k
    rw [hb]
    generalize c (some k) / c none = y
    have q : y ^ 2 / d k * d k = y ^ 2 := div_mul_cancel₀ _ (hd k)
    rw [div_eq_iff (hd k)]
    linear_combination (-E ^ 2) * q
  rw [Finset.sum_sub_distrib, Finset.sum_sub_distrib, ← Finset.mul_sum, ← Finset.mul_sum,
    hen, hn] at hterm
  rw [davidsonEnergy, secondOrderEnergy, hterm]
  ring
```

In the proof, `hen` and `hn` are the two sums over $y_k$, and `hterm` is the termwise identity, summed.

## All hypotheses together

For the lowest root, positive $d_k$ and one nonzero $c_k$ make the right side of the last identity strictly positive, which is the lower bound. The same nonzero $c_k$ gives $c_0^2<1$, so with $E<0$ the correction is negative, which is the upper bound.

`davidson_between` states the three conclusions in one conjunction: nonzero `c none`, the lower bound and the upper bound. Its proof obtains `hE` by comparing $E$ with the negative eigenvalue already found, then `h0` and `hck`. It finishes the lower bound with `hgap` and the upper bound with `hneg`.

```lean
/-- With positive excitation energies and at least one nonzero coupling, the lowest eigenvector
has a nonzero reference coefficient, and the renormalised Davidson correction lowers the energy
but keeps it strictly above the second-order energy. -/
theorem davidson_between {b d : ι → ℝ} {E : ℝ} {c : Option ι → ℝ} (hd : ∀ k, 0 < d k)
    (hb : ∃ k, b k ≠ 0) (h : IsLowestEigenpair (arrowhead b d) E c) :
    c none ≠ 0 ∧ secondOrderEnergy b d < davidsonEnergy E (c none) ∧
      davidsonEnergy E (c none) < E := by
  have hE : E < 0 := by
    obtain ⟨E', hE', v, hv, hev⟩ := exists_negative_eigenvalue hd hb
    refine (h.lowest E' v ?_ hev).trans_lt hE'
    rintro rfl
    simp at hv
  have hu := h.unit
  have hc : c ≠ 0 := by
    rintro rfl
    simp at hu
  have h0 := reference_ne_zero hd hE hc h.eigen
  -- a coupled excited configuration takes part in the eigenvector
  obtain ⟨k, hk⟩ := hb
  have hck : c (some k) ≠ 0 := by
    intro hz
    have h2 := ((eigen_iff b d E c).1 h.eigen).2 k
    rw [hz, mul_zero, mul_zero, add_zero] at h2
    exact mul_ne_zero hk h0 h2
  refine ⟨h0, ?_, ?_⟩
  · have hgap := davidson_sub_secondOrder (fun j => (hd j).ne') h0 hu h.eigen
    have hsum : 0 < ∑ j, (c (some j) / c none) ^ 2 / d j :=
      Finset.sum_pos' (fun j _ => div_nonneg (sq_nonneg _) (hd j).le)
        ⟨k, Finset.mem_univ k, div_pos (by positivity) (hd k)⟩
    have := mul_pos (by nlinarith : 0 < E ^ 2) hsum
    linarith
  · rw [dotProduct, Fintype.sum_option] at hu
    have hsum : 0 < ∑ j, c (some j) * c (some j) :=
      Finset.sum_pos' (fun j _ => mul_self_nonneg _)
        ⟨k, Finset.mem_univ k, mul_self_pos.2 hck⟩
    have hneg : E * (1 - c none ^ 2) / c none ^ 2 < 0 :=
      div_neg_of_neg_of_pos (mul_neg_of_neg_of_pos hE (by nlinarith)) (by positivity)
    rw [davidsonEnergy]
    linarith

end

end RenormalisedDavidson
```
```lean
#print axioms RenormalisedDavidson.davidsonEnergy_eq
#print axioms RenormalisedDavidson.davidson_between
```

```
'RenormalisedDavidson.davidsonEnergy_eq' depends on axioms: [propext, Classical.choice, Quot.sound]
'RenormalisedDavidson.davidson_between' depends on axioms: [propext, Classical.choice, Quot.sound]
```

Within a finite arrowhead model with positive excitation energies, the correction to the lowest root therefore cannot overshoot the second-order energy. The theorem makes no comparison with the full configuration-interaction energy.

## A single excited configuration

The coupling hypothesis requires at least one excited configuration. With exactly one,
$$E=\frac{d-\sqrt{d^2+4b^2}}{2}.$$
For $d=3$ and $b=2$ this gives $E=-1$ and $c_0^2=4/5$. The corrected energy is $-5/4$, between the second-order value $-4/3$ and $-1$. The gap to second order is $1/12$, in agreement with $E^2y_1^2/d$ for $y_1=-1/2$.

For weak coupling, $E\approx-b^2/d$ and $y_1\approx-b/d$, so the gap is approximately $b^6/d^5$. The corrected energy then agrees with the second-order energy through fourth order in $b$.
